# A positive semidefinite C² kernel on the real line gives positive semidefinite energy-derivative covariances

A kernel's derivatives can be represented in two ways: as expressions computed from the kernel, or as separate functions tied to it by hypotheses. The main theorem here takes the second route. It receives four functions $k$, $k_x$, $k_y$ and $k_{xy}$, together with the statement that the last three are the partial derivatives of $k$ in the first argument, in the second, and in both. This matches a code in which the derivative kernels are written as separate routines. Only $k_{xy}$ is required to be jointly continuous, and a separate theorem shows that every C² kernel supplies such derivatives.

Let $k$ be symmetric and positive semidefinite, meaning that $\sum_{i,j}c_ic_jk(x_i,x_j)\ge 0$ for all finite families of real points $x_i$ and weights $c_i$. Then, for all real $a_i$ and $b_i$,

$$
\sum_{i,j}\bigl[a_ia_jk+a_ib_jk_y+b_ia_jk_x+b_ib_jk_{xy}\bigr](x_i,x_j)\ge 0 .
$$

When $k$ is the prior covariance of a Gaussian-process energy function, $k_y(x,y)$ is the covariance between the energy at $x$ and the slope at $y$. It satisfies the bound

$$
k_y(x,y)^2\le k(x,x)\,k_{xy}(y,y).
$$

## The matrix assembled from energies and forces

A Gaussian-process potential in one coordinate can be fitted to energies and forces from electronic-structure calculations. For $N$ points, the prior covariance of energies and slopes is the $2N\times2N$ matrix

$$
M=\begin{pmatrix}K&K_y\\K_x&K_{xy}\end{pmatrix},
$$

where each block holds the corresponding function evaluated at $(x_i,x_j)$. The first inequality says $z^{\mathsf T}Mz\ge0$ for $z=(a,b)$. Observing energies at some points and slopes at others selects a principal submatrix, which is covered by setting the unused weights to zero.

Forces are minus the slopes, so a code that stores forces reverses the signs of the two off-diagonal blocks and leaves $K_{xy}$ unchanged. This amounts to replacing $b$ by $-b$ and preserves nonnegativity.

The fit then usually adds a diagonal matrix of noise variances and computes a Cholesky factorisation. If all those variances are positive, the sum is positive definite in exact arithmetic. Without noise, $M$ may be singular, and the factorisation can fail even though every entry is correct.

An eigenvalue of $M$ that is negative well beyond rounding error points to a fault in the assembly or in the kernel. One possible fault is a sign: for $k(x,y)=\varphi(x-y)$ with $\varphi$ twice differentiable, the mixed derivative is $-\varphi''(x-y)$, not $\varphi''(x-y)$.

## From displaced points to derivatives

**Doubling the points.** Take a step $h$ and a real factor $r$. Apply positivity of $k$ to the points $x_i$ with weights $a_i-rb_i$, together with the points $x_i+h$ with weights $rb_i$. Collecting the terms by products of $a$ and $b$ gives

$$
\begin{aligned}
0\le\sum_{i,j}\bigl\{&a_ia_jk(x_i,x_j)
+a_ib_j\,r[k(x_i,x_j+h)-k(x_i,x_j)]\\
&+b_ia_j\,r[k(x_i+h,x_j)-k(x_i,x_j)]
+b_ib_j\,r^2\Delta_h(x_i,x_j)\bigr\},
\end{aligned}
$$

where

$$
\Delta_h(x,y)=k(x+h,y+h)-k(x+h,y)-k(x,y+h)+k(x,y).
$$

**The mixed difference.** Let $h>0$ and set $g(s)=k(s,y+h)-k(s,y)$. Then $\Delta_h(x,y)=g(x+h)-g(x)$. The mean value theorem gives a point $\xi$ between $x$ and $x+h$ with

$$
\Delta_h(x,y)=h\,[k_x(\xi,y+h)-k_x(\xi,y)].
$$

A second application, now in the other argument, gives $\eta$ between $y$ and $y+h$ with

$$
\Delta_h(x,y)=h^2k_{xy}(\xi,\eta).
$$

As $h$ tends to zero from above, $(\xi,\eta)$ tends to $(x,y)$. Continuity of $k_{xy}$ therefore gives $\Delta_h(x,y)/h^2\to k_{xy}(x,y)$.

**The limit.** Set $r=1/h$. The two single differences tend to $k_y$ and $k_x$, and the mixed one tends to $k_{xy}$. The sum is finite, so the whole expression tends to the joint form. A limit of nonnegative numbers is nonnegative.

**Symmetry.** Since $k(x,t)=k(t,x)$, differentiating at $t=y$ gives $k_y(x,y)=k_x(y,x)$. Symmetry of $k$ also gives $\Delta_h(x,y)=\Delta_h(y,x)$; dividing by $h^2$ and taking the limit yields $k_{xy}(x,y)=k_{xy}(y,x)$. Hence $M$ is symmetric.

**The energy-slope bound.** Use the points $x,y$ with $a=(1,0)$ and $b=(0,t)$. The joint form becomes

$$
k(x,x)+t\,k_y(x,y)+t\,k_x(y,x)+t^2k_{xy}(y,y)
=k(x,x)+2t\,k_y(x,y)+t^2k_{xy}(y,y).
$$

This is nonnegative for every real $t$, so its discriminant satisfies $4k_y(x,y)^2-4k(x,x)k_{xy}(y,y)\le0$, which is the bound.

**A concrete kernel.** For $k(x,y)=\cos(x-y)$, the addition formula gives

$$
\sum_{i,j}c_ic_j\cos(x_i-x_j)=\Bigl(\sum_ic_i\cos x_i\Bigr)^2+\Bigl(\sum_ic_i\sin x_i\Bigr)^2\ge0.
$$

Its derivatives are $k_x=-\sin(x-y)$, $k_y=\sin(x-y)$ and $k_{xy}=\cos(x-y)$. The energy-slope bound then reads $\sin^2(x-y)\le1$.

## The Lean file

```lean
import Mathlib

open Filter Topology

namespace GaussianProcessDerivatives

/-- A covariance kernel: symmetric, with nonnegative quadratic form on every finite family
of points. -/
def IsCovariance (k : ℝ → ℝ → ℝ) : Prop :=
  (∀ x y, k x y = k y x) ∧
    ∀ (ι : Type) [Fintype ι] (x c : ι → ℝ), 0 ≤ ∑ i, ∑ j, c i * c j * k (x i) (x j)

/-- The functions `kx`, `ky`, `kxy` are the first partial derivatives and the mixed second
derivative of the kernel `k`, and the mixed derivative is jointly continuous. -/
structure HasKernelDerivs (k kx ky kxy : ℝ → ℝ → ℝ) : Prop where
  dx : ∀ x y, HasDerivAt (fun s => k s y) (kx x y) x
  dy : ∀ x y, HasDerivAt (fun t => k x t) (ky x y) y
  dxy : ∀ x y, HasDerivAt (fun t => kx x t) (kxy x y) y
  cont : Continuous (fun p : ℝ × ℝ => kxy p.1 p.2)

/-- The joint quadratic form of energies (weights `a`) and energy derivatives (weights `b`)
at the points `x`. -/
def JointForm {ι : Type} [Fintype ι] (k kx ky kxy : ℝ → ℝ → ℝ) (x a b : ι → ℝ) : ℝ :=
  ∑ i, ∑ j, (a i * a j * k (x i) (x j) + a i * b j * ky (x i) (x j)
    + b i * a j * kx (x i) (x j) + b i * b j * kxy (x i) (x j))

variable {k kx ky kxy : ℝ → ℝ → ℝ}

/-- A twice continuously differentiable kernel has the required partial derivatives. -/
theorem hasKernelDerivs_of_contDiff (hk : ContDiff ℝ 2 (fun p : ℝ × ℝ => k p.1 p.2)) :
    HasKernelDerivs k (fun x y => deriv (fun s => k s y) x) (fun x y => deriv (fun t => k x t) y)
      (fun x y => deriv (fun t => deriv (fun s => k s t) x) y) := by
  -- partial derivatives are the total derivative applied to coordinate directions
  have px : ∀ F : ℝ × ℝ → ℝ, Differentiable ℝ F → ∀ x y,
      HasDerivAt (fun s => F (s, y)) (fderiv ℝ F (x, y) (1, 0)) x := fun F hF x y =>
    (hF (x, y)).hasFDerivAt.comp_hasDerivAt x ((hasDerivAt_id' x).prodMk (hasDerivAt_const x y))
  have py : ∀ F : ℝ × ℝ → ℝ, Differentiable ℝ F → ∀ x y,
      HasDerivAt (fun t => F (x, t)) (fderiv ℝ F (x, y) (0, 1)) y := fun F hF x y =>
    (hF (x, y)).hasFDerivAt.comp_hasDerivAt y ((hasDerivAt_const y x).prodMk (hasDerivAt_id' y))
  have hd := hk.differentiable (by norm_num)
  obtain ⟨G, hG, e1⟩ : ∃ G : ℝ × ℝ → ℝ, ContDiff ℝ 1 G ∧
      ∀ x y, deriv (fun s => k s y) x = G (x, y) :=
    ⟨_, (hk.fderiv_right (m := 1) (by norm_num)).clm_apply contDiff_const,
      fun x y => (px _ hd x y).deriv⟩
  have hGd : Differentiable ℝ G := hG.differentiable (by norm_num)
  refine ⟨fun x y => (px _ hd x y).differentiableAt.hasDerivAt,
    fun x y => (py _ hd x y).differentiableAt.hasDerivAt, fun x y => ?_, ?_⟩
  · simp only [e1]
    exact (py G hGd x y).differentiableAt.hasDerivAt
  · have e2 : ∀ x y, deriv (fun t => G (x, t)) y = fderiv ℝ G (x, y) (0, 1) :=
      fun x y => (py G hGd x y).deriv
    simp only [e1, e2]
    exact (hG.continuous_fderiv (by norm_num)).clm_apply continuous_const

/-- The mixed second difference of the kernel over a square of side `h` equals `h ^ 2` times
the mixed derivative at some point inside the square. -/
theorem mixed_difference (D : HasKernelDerivs k kx ky kxy) (x y : ℝ) {h : ℝ} (hh : 0 < h) :
    ∃ ξ ∈ Set.Ioo x (x + h), ∃ η ∈ Set.Ioo y (y + h),
      k (x + h) (y + h) - k (x + h) y - k x (y + h) + k x y = h ^ 2 * kxy ξ η := by
  have hg : ∀ s, HasDerivAt (fun s => k s (y + h) - k s y) (kx s (y + h) - kx s y) s :=
    fun s => (D.dx s (y + h)).fun_sub (D.dx s y)
  -- mean value theorem in the first argument, then in the second
  obtain ⟨ξ, hξ, e1⟩ := exists_hasDerivAt_eq_slope (fun s => k s (y + h) - k s y)
    (fun s => kx s (y + h) - kx s y) (show x < x + h by linarith)
    (fun s _ => (hg s).continuousAt.continuousWithinAt) (fun s _ => hg s)
  obtain ⟨η, hη, e2⟩ := exists_hasDerivAt_eq_slope (fun t => kx ξ t)
    (fun t => kxy ξ t) (show y < y + h by linarith)
    (fun t _ => (D.dxy ξ t).continuousAt.continuousWithinAt) (fun t _ => D.dxy ξ t)
  simp only [add_sub_cancel_left] at e1 e2
  rw [eq_div_iff hh.ne'] at e1 e2
  exact ⟨ξ, hξ, η, hη, by linear_combination -e1 - h * e2⟩

/-- The mixed second difference quotient tends to the mixed derivative as the step tends to
zero from above. -/
theorem tendsto_mixed (D : HasKernelDerivs k kx ky kxy) (x y : ℝ) :
    Tendsto (fun h : ℝ => h⁻¹ ^ 2 *
      (k (x + h) (y + h) - k (x + h) y - k x (y + h) + k x y)) (𝓝[>] 0) (𝓝 (kxy x y)) := by
  rw [Metric.tendsto_nhdsWithin_nhds]
  intro ε hε
  obtain ⟨δ, hδ, H⟩ := Metric.continuousAt_iff.1 (D.cont.continuousAt (x := (x, y))) ε hε
  refine ⟨δ, hδ, ?_⟩
  intro h hs hd
  have h0 : 0 < h := hs
  rw [Real.dist_eq, sub_zero, abs_of_pos h0] at hd
  obtain ⟨ξ, hξ, η, hη, e⟩ := mixed_difference D x y h0
  have e' : h⁻¹ ^ 2 * (k (x + h) (y + h) - k (x + h) y - k x (y + h) + k x y) = kxy ξ η := by
    rw [e]
    field_simp
  rw [e']
  have hdist : dist (ξ, η) (x, y) < δ := by
    rw [Prod.dist_eq]
    simp only [Real.dist_eq]
    exact max_lt (abs_lt.2 ⟨by linarith [hξ.1], by linarith [hξ.2]⟩)
      (abs_lt.2 ⟨by linarith [hη.1], by linarith [hη.2]⟩)
  exact @H (ξ, η) hdist

/-- For a covariance kernel, the joint quadratic form is nonnegative when the first derivatives are
replaced by `r` times the kernel differences with step `h`, and the mixed derivative by `r ^ 2`
times the mixed second difference, for any real `h` and `r`. -/
theorem difference_form_nonneg (hk : IsCovariance k) {ι : Type} [Fintype ι]
    (x a b : ι → ℝ) (h r : ℝ) :
    0 ≤ ∑ i, ∑ j, (a i * a j * k (x i) (x j)
      + a i * b j * (r * (k (x i) (x j + h) - k (x i) (x j)))
      + b i * a j * (r * (k (x i + h) (x j) - k (x i) (x j)))
      + b i * b j * (r ^ 2 * (k (x i + h) (x j + h) - k (x i + h) (x j)
        - k (x i) (x j + h) + k (x i) (x j)))) := by
  -- positivity on the doubled set of original and displaced points
  have H := hk.2 (ι ⊕ ι) (Sum.elim x (fun i => x i + h))
    (Sum.elim (fun i => a i - r * b i) (fun i => r * b i))
  simp only [Fintype.sum_sum_type, Sum.elim_inl, Sum.elim_inr, ← Finset.sum_add_distrib] at H
  refine H.trans_eq (Finset.sum_congr rfl fun i _ => Finset.sum_congr rfl fun j _ => ?_)
  ring

/-- For a covariance kernel with continuous mixed derivative, the joint quadratic form of
energies and energy derivatives is nonnegative. -/
theorem jointForm_nonneg (hk : IsCovariance k) (D : HasKernelDerivs k kx ky kxy)
    {ι : Type} [Fintype ι] (x a b : ι → ℝ) : 0 ≤ JointForm k kx ky kxy x a b := by
  -- let the step of the difference form tend to zero
  refine ge_of_tendsto' (tendsto_finsetSum _ fun i _ => tendsto_finsetSum _ fun j _ =>
    ((tendsto_const_nhds.add (Tendsto.const_mul _ ?_)).add (Tendsto.const_mul _ ?_)).add
      (Tendsto.const_mul _ (tendsto_mixed D (x i) (x j))))
    (fun h => difference_form_nonneg hk x a b h h⁻¹)
  · simpa only [smul_eq_mul] using (D.dy (x i) (x j)).tendsto_slope_zero_right
  · simpa only [smul_eq_mul] using (D.dx (x i) (x j)).tendsto_slope_zero_right

/-- The energy-derivative covariances are transposes of each other, and the
derivative-derivative covariance is symmetric. -/
theorem joint_symmetric (hk : IsCovariance k) (D : HasKernelDerivs k kx ky kxy) (x y : ℝ) :
    ky x y = kx y x ∧ kxy x y = kxy y x := by
  constructor
  · have h1 := D.dx y x
    have e : (fun s => k s x) = fun t => k x t := funext fun s => hk.1 s x
    rw [e] at h1
    exact (D.dy x y).unique h1
  · refine tendsto_nhds_unique (tendsto_mixed D x y) ((tendsto_mixed D y x).congr fun h => ?_)
    rw [hk.1 (y + h) (x + h), hk.1 (y + h) x, hk.1 y (x + h), hk.1 y x]
    ring

/-- The squared covariance between the energy at `x` and the slope at `y` is at most the
product of their variances. -/
theorem energy_slope_bound (hk : IsCovariance k) (D : HasKernelDerivs k kx ky kxy) (x y : ℝ) :
    ky x y ^ 2 ≤ k x x * kxy y y := by
  have H : ∀ t : ℝ, 0 ≤ kxy y y * (t * t) + (2 * ky x y) * t + k x x := by
    intro t
    have h := jointForm_nonneg hk D ![x, y] ![1, 0] ![0, t]
    simp only [JointForm, Fin.sum_univ_two, Matrix.cons_val_zero, Matrix.cons_val_one,
      Matrix.cons_val_fin_one] at h
    rw [← (joint_symmetric hk D x y).1] at h
    linarith
  -- a nonnegative quadratic has nonpositive discriminant
  have h := discrim_le_zero H
  unfold discrim at h
  linarith

/-- The periodic kernel `cos (x - y)` is a covariance kernel with the required derivatives. -/
theorem cosine_kernel_witness :
    IsCovariance (fun x y => Real.cos (x - y)) ∧
      HasKernelDerivs (fun x y => Real.cos (x - y)) (fun x y => -Real.sin (x - y))
        (fun x y => Real.sin (x - y)) (fun x y => Real.cos (x - y)) := by
  refine ⟨⟨fun x y => ?_, fun ι _ x c => ?_⟩, ?_⟩
  · show Real.cos (x - y) = Real.cos (y - x)
    rw [← Real.cos_neg, neg_sub]
  · -- the quadratic form is a sum of two squares
    have e : ∑ i, ∑ j, c i * c j * Real.cos (x i - x j)
        = (∑ i, c i * Real.cos (x i)) ^ 2 + (∑ i, c i * Real.sin (x i)) ^ 2 := by
      simp only [sq, Finset.sum_mul_sum, ← Finset.sum_add_distrib]
      refine Finset.sum_congr rfl fun i _ => Finset.sum_congr rfl fun j _ => ?_
      rw [Real.cos_sub]
      ring
    show 0 ≤ ∑ i, ∑ j, c i * c j * Real.cos (x i - x j)
    rw [e]
    positivity
  · have h1 : ∀ x y : ℝ, HasDerivAt (fun s => Real.cos (s - y)) (-Real.sin (x - y)) x :=
      fun x y => ((hasDerivAt_id' x).sub_const y).cos.congr_deriv (by ring)
    have h2 : ∀ x y : ℝ, HasDerivAt (fun t => Real.cos (x - t)) (Real.sin (x - y)) y :=
      fun x y => ((hasDerivAt_id' y).const_sub x).cos.congr_deriv (by ring)
    have h3 : ∀ x y : ℝ, HasDerivAt (fun t => -Real.sin (x - t)) (Real.cos (x - y)) y :=
      fun x y => ((hasDerivAt_id' y).const_sub x).sin.fun_neg.congr_deriv (by ring)
    exact ⟨h1, h2, h3, by fun_prop⟩

end GaussianProcessDerivatives
```

```lean
#print axioms GaussianProcessDerivatives.hasKernelDerivs_of_contDiff
#print axioms GaussianProcessDerivatives.energy_slope_bound
```

```
'GaussianProcessDerivatives.hasKernelDerivs_of_contDiff' depends on axioms: [propext, Classical.choice, Quot.sound]
'GaussianProcessDerivatives.energy_slope_bound' depends on axioms: [propext, Classical.choice, Quot.sound]
```

## What is established for one coordinate

`IsCovariance k` contains the symmetry of the kernel and the nonnegativity of its finite quadratic forms. Physically, it says that every finite linear combination of energies has nonnegative prior variance. The finite type `ι` labels the data, and the points `x i` may coincide. `HasKernelDerivs` records the three derivative relations and the continuity of `kxy`. `JointForm` is the double sum, with `a` weighting energies and `b` weighting slopes, not forces.

`jointForm_nonneg` is the main inequality. For a C² kernel, its derivative hypothesis is supplied by `hasKernelDerivs_of_contDiff`, whose derivative functions are Mathlib's `deriv` expressions. That proof identifies each partial derivative with the total derivative applied to a coordinate direction. The first partial derivative is then itself C¹, which gives the existence and continuity of the mixed one.

The other lemmas follow the derivation:

- `difference_form_nonneg` uses `ι ⊕ ι` for the original and displaced points; `ring` checks the collection of terms.
- `mixed_difference` applies the mean value theorem twice through `exists_hasDerivAt_eq_slope`, and `tendsto_mixed` turns continuity into the required limit.
- `jointForm_nonneg` takes the limit of the finite sum, with `ge_of_tendsto'` preserving the inequality.
- `joint_symmetric` uses uniqueness of derivatives for the first equality and uniqueness of limits for the second.
- `energy_slope_bound` inserts the two-point weights and applies `discrim_le_zero`.
- `cosine_kernel_witness` verifies both sets of hypotheses for the cosine kernel.

Positivity of the original kernel is assumed, so a code with a new kernel must justify it separately. Differentiability matters too: $e^{-|x-y|}$ has no partial derivative in $x$ at $x=y$, so the theorem does not apply to it.

The result concerns real coordinates and exact arithmetic. It can be applied to configurations on one straight line in a many-atom configuration space, with slopes taken along that line, but it does not treat force components in several directions jointly. It constructs no random potential energy function, and it says nothing about strict positivity, conditioning or the accuracy of a fitted potential.

The mixed difference also offers a numerical check of a hand-coded `kxy`: compare it with $\Delta_h/h^2$ at a few pairs of points. The step should not be made too small, because rounding errors in the four kernel values are divided by $h^2$.
